# A closed-form solution of the pure-dephasing hierarchy for one exponential bath correlation

For a finite-level system whose Hamiltonian and bath coupling are both diagonal, and a bath correlation function that equals c exp(-vt) for t ≥ 0, with complex c and real v ≠ 0, the hierarchical equations of motion (HEOM) have a solution that is explicit in every tier. Its element between levels a and b in tier n is

ρ^(n)_ab(t) = (ρ₀)_ab (-iθ g(t))^n exp(-iωt - Δθ G(t)).

Here ρ₀ is the initial density matrix and n = 0, 1, 2, … labels the tier. With level energies E_a, real couplings s_a and ħ = 1, the other symbols are

ω = E_a - E_b, Δ = s_a - s_b, θ = c s_a - c* s_b,

g(t) = (1 - exp(-vt))/v, G(t) = ∫₀ᵗ g(x) dx.

## A bath that shifts levels without moving population

The constant c is the amplitude of the bath correlation: its real part measures the strength of the fluctuations, its imaginary part the response of the bath to the system. The rate v is the inverse memory time, so a physical bath has v > 0, although the algebra needs only v ≠ 0.

Tier zero is the reduced density matrix. The higher tiers are auxiliary matrices that store the memory of the bath. With Hamiltonian H and coupling operator S, the equations are

dρ^(0)/dt = -i[H, ρ^(0)] - i[S, ρ^(1)],

dρ^(n+1)/dt = -i[H, ρ^(n+1)] - (n+1)v ρ^(n+1) - i[S, ρ^(n+2)] - i(n+1)(c Sρ^(n) - c* ρ^(n)S).

In this model, which has one exponential and no transitions between levels, the solution gives exact reference values for a numerical HEOM program, tier by tier.

## What the Lean statements say

`heomRate` is the right-hand side above, with separate cases for tier `0` and tier `n + 1`. `SolvesHEOM` requires, for every tier, every real time and every matrix element, that the element has the prescribed derivative. The levels are indexed by a finite type `ι`, and `Matrix.diagonal` makes H and S diagonal with real entries. In the code g is `memory`, G is `lineshape`, and the matrix solution is `dephasingSolution`.

The main theorem, `dephasingSolution_solvesHEOM`, says that this family solves the whole infinite hierarchy for any complex matrix ρ₀; positivity and unit trace are not needed. Three further theorems describe the solution:

- `dephasingSolution_initial`: at t = 0 tier zero equals ρ₀ and all higher tiers vanish, which represents a system initially uncorrelated with its bath.
- `norm_dephasingSolution`: the modulus of a tier-zero element is |(ρ₀)_ab| exp(-Re c · Δ² G(t)).
- `dephasingSolution_ne_zero`: if (ρ₀)_ab ≠ 0 and θ ≠ 0, that element is nonzero in every tier at every t ≠ 0.

The hierarchy itself is the starting point. Its derivation from a Gaussian bath is not part of the file, and neither is uniqueness of the solution.

## Differentiating one coherence

Since exp(-vt) = 1 - v g, the memory obeys

g' = 1 - v g, g(0) = 0.

Hence g = (1 - g')/v, and integrating from 0 to t gives

G = (t - g)/v = (vt - 1 + exp(-vt))/v².

Diagonal operators act on each matrix element separately:

[H, ρ]_ab = ω ρ_ab, [S, ρ]_ab = Δ ρ_ab, (c Sρ - c* ρS)_ab = θ ρ_ab.

It is therefore enough to treat the scalar amplitudes

r_n = (-iθg)^n exp(-iωt - ΔθG).

For tier zero, G' = g gives

r_0' = (-iω - Δθg) r_0 = -iω r_0 - iΔ r_1,

because -iΔ r_1 = (-iΔ)(-iθg) r_0 = -Δθg r_0.

For tier n+1 the product rule gives

r_{n+1}' = (n+1)(-iθ)(1 - vg) r_n + (-iω - Δθg) r_{n+1}.

Using (-iθg) r_n = r_{n+1} and -Δθg r_{n+1} = -iΔ r_{n+2}, this becomes

r_{n+1}' = -(iω + (n+1)v) r_{n+1} - iΔ r_{n+2} - i(n+1)θ r_n.

These are the required equations. Multiplication by the constant (ρ₀)_ab restores the matrix element.

For the modulus, the real part of θ is Re c · (s_a - s_b), so Re(Δθ) = Re c · Δ². The remaining part of the exponent is a phase. On the diagonal ω = Δ = 0, so the populations in tier zero stay constant.

## The spin with coupling ±1

For a spin with s = ±1, no energy splitting and real c, the coherence has ω = 0, Δ = 2 and θ = 2c. With p = cg, and with r_n again the factor that multiplies the initial coherence,

r_n = (-2ip)^n exp(-4 ∫₀ᵗ p(x) dx),

r_0' = -2i r_1,

r_{n+1}' = -(n+1)v r_{n+1} - 2i r_{n+2} - 2i(n+1)c r_n.

This is `spinCoherence_hierarchy`, where p is `spinMemory`.

## The complete Lean file

```lean
import Mathlib

open Complex (I)
open scoped ComplexConjugate

namespace PureDephasingHierarchy

noncomputable section

/-- The integrated memory `(1 - exp(-vt))/v` of an exponentially correlated bath,
for a nonzero rate `v`. -/
def memory (v t : ℝ) : ℝ := (1 - Real.exp (-(v * t))) / v

/-- The lineshape function: the time integral of the memory from `0` to `t`,
for a nonzero rate `v`. -/
def lineshape (v t : ℝ) : ℝ := ∫ x in (0 : ℝ)..t, memory v x

/-- The tier-`n` amplitude of a coherence with frequency `ω`, coupling difference `Δ` and
bath-weighted coupling difference `θ`, for a nonzero rate `v`. -/
def coherence (ω Δ θ : ℂ) (v : ℝ) (n : ℕ) (t : ℝ) : ℂ :=
  (-(I * θ) * (memory v t : ℂ)) ^ n *
    Complex.exp (-(I * ω) * (t : ℂ) - Δ * θ * (lineshape v t : ℂ))

variable {ι : Type*} [Fintype ι] [DecidableEq ι]

/-- The right-hand side of the hierarchical equations of motion for system Hamiltonian `H`,
coupling operator `S` and bath correlation function `c exp(-vt)`. -/
def heomRate (H S : Matrix ι ι ℂ) (c : ℂ) (v : ℝ) (ρ : ℕ → Matrix ι ι ℂ) :
    ℕ → Matrix ι ι ℂ
  | 0 => -(I • (H * ρ 0 - ρ 0 * H)) - I • (S * ρ 1 - ρ 1 * S)
  | n + 1 => -(I • (H * ρ (n + 1) - ρ (n + 1) * H)) - (((n : ℂ) + 1) * (v : ℂ)) • ρ (n + 1)
      - I • (S * ρ (n + 2) - ρ (n + 2) * S)
      - (I * ((n : ℂ) + 1)) • (c • (S * ρ n) - conj c • (ρ n * S))

/-- A time-dependent family of matrices, one per tier, obeys the whole infinite hierarchy at all
times, matrix element by matrix element. -/
def SolvesHEOM (H S : Matrix ι ι ℂ) (c : ℂ) (v : ℝ) (ρ : ℕ → ℝ → Matrix ι ι ℂ) : Prop :=
  ∀ n t a b, HasDerivAt (fun τ => ρ n τ a b) (heomRate H S c v (fun m => ρ m t) n a b) t

/-- The closed-form tiers for level energies `E`, diagonal couplings `s` and initial density
matrix `ρ₀`, for a nonzero rate `v`. -/
def dephasingSolution (E s : ι → ℝ) (c : ℂ) (v : ℝ) (ρ₀ : Matrix ι ι ℂ) (n : ℕ) (t : ℝ) :
    Matrix ι ι ℂ :=
  Matrix.of fun a b => ρ₀ a b *
    coherence ((E a : ℂ) - E b) ((s a : ℂ) - s b) (c * s a - conj c * s b) v n t

/-- For a nonzero rate, the memory `g` obeys the relaxation equation `g' = 1 - v g`. -/
theorem hasDerivAt_memory {v : ℝ} (hv : v ≠ 0) (t : ℝ) :
    HasDerivAt (memory v) (1 - v * memory v t) t := by
  have h : HasDerivAt (fun τ : ℝ => -(v * τ)) (-v) t := by
    simpa using ((hasDerivAt_id' t).const_mul v).fun_neg
  refine ((h.exp.const_sub 1).div_const v).congr_deriv ?_
  have h1 : v * memory v t = 1 - Real.exp (-(v * t)) := by
    unfold memory
    field_simp
  have h2 : -(Real.exp (-(v * t)) * -v) / v = Real.exp (-(v * t)) := by
    field_simp
  rw [h1, h2]
  ring

/-- For a nonzero rate, the lineshape function is `(vt - 1 + exp(-vt))/v²`. -/
theorem lineshape_eq {v : ℝ} (hv : v ≠ 0) (t : ℝ) :
    lineshape v t = (v * t - 1 + Real.exp (-(v * t))) / v ^ 2 := by
  have hc : Continuous (memory v) :=
    continuous_iff_continuousAt.2 fun x => (hasDerivAt_memory hv x).continuousAt
  -- the relaxation equation supplies an antiderivative of the memory
  have h : ∀ x ∈ Set.uIcc 0 t,
      HasDerivAt (fun y => (y - memory v y) / v) (memory v x) x := fun x _ =>
    (((hasDerivAt_id' x).fun_sub (hasDerivAt_memory hv x)).div_const v).congr_deriv (by
      rw [sub_sub_cancel]
      field_simp)
  have e0 : memory v 0 = 0 := by simp [memory]
  unfold lineshape
  rw [intervalIntegral.integral_eq_sub_of_hasDerivAt h (hc.intervalIntegrable 0 t), e0]
  unfold memory
  field_simp
  ring

/-- For a nonzero rate, the amplitudes of a single coherence solve the scalar hierarchy, in which
each tier is coupled only to the adjacent tiers. -/
theorem coherence_hierarchy {v : ℝ} (hv : v ≠ 0) (ω Δ θ : ℂ) (t : ℝ) :
    HasDerivAt (coherence ω Δ θ v 0)
      (-(I * ω) * coherence ω Δ θ v 0 t - I * Δ * coherence ω Δ θ v 1 t) t ∧
    ∀ n : ℕ, HasDerivAt (coherence ω Δ θ v (n + 1))
      (-(I * ω + ((n : ℂ) + 1) * v) * coherence ω Δ θ v (n + 1) t
        - I * Δ * coherence ω Δ θ v (n + 2) t
        - I * ((n : ℂ) + 1) * θ * coherence ω Δ θ v n t) t := by
  have hc : Continuous (memory v) :=
    continuous_iff_continuousAt.2 fun x => (hasDerivAt_memory hv x).continuousAt
  have hg := (hasDerivAt_memory hv t).ofReal_comp
  have hG : HasDerivAt (fun τ => (lineshape v τ : ℂ)) (memory v t : ℂ) t :=
    HasDerivAt.ofReal_comp (hc.integral_hasStrictDerivAt 0 t).hasDerivAt
  have ht : HasDerivAt (fun τ : ℝ => (τ : ℂ)) 1 t := by
    simpa using (hasDerivAt_id' t).ofReal_comp
  have he := ((ht.const_mul (-(I * ω))).fun_sub (hG.const_mul (Δ * θ))).cexp
  constructor
  · have h0 : coherence ω Δ θ v 0 = fun τ : ℝ =>
        Complex.exp (-(I * ω) * (τ : ℂ) - Δ * θ * (lineshape v τ : ℂ)) := by
      funext τ
      simp only [coherence, pow_zero, one_mul]
    rw [h0]
    refine he.congr_deriv ?_
    simp only [coherence, pow_one]
    generalize Complex.exp (-(I * ω) * (t : ℂ) - Δ * θ * (lineshape v t : ℂ)) = X
    linear_combination (-(Δ * θ * (memory v t : ℂ) * X)) * Complex.I_sq
  · intro n
    -- product rule: the power gives the damping and tier-`n` terms, the exponential the other two
    refine (((hg.const_mul (-(I * θ))).fun_pow (n + 1)).fun_mul he).congr_deriv ?_
    simp only [coherence, add_tsub_cancel_right, pow_succ]
    push_cast
    generalize Complex.exp (-(I * ω) * (t : ℂ) - Δ * θ * (lineshape v t : ℂ)) = X
    generalize (-(I * θ) * (memory v t : ℂ)) ^ n = Q
    linear_combination
      (-(Δ * θ * (memory v t : ℂ) * (Q * (-(I * θ) * (memory v t : ℂ))) * X)) * Complex.I_sq

/-- For real diagonal Hamiltonian and coupling and a nonzero rate, the closed-form tiers solve the
entire hierarchy of equations of motion. -/
theorem dephasingSolution_solvesHEOM {v : ℝ} (hv : v ≠ 0) (E s : ι → ℝ) (c : ℂ)
    (ρ₀ : Matrix ι ι ℂ) :
    SolvesHEOM (Matrix.diagonal fun a => (E a : ℂ)) (Matrix.diagonal fun a => (s a : ℂ)) c v
      (dephasingSolution E s c v ρ₀) := by
  intro n t a b
  obtain ⟨h0, h1⟩ := coherence_hierarchy hv ((E a : ℂ) - E b) ((s a : ℂ) - s b)
    (c * s a - conj c * s b) t
  -- diagonal operators act on each matrix element separately
  cases n with
  | zero =>
    refine (h0.const_mul (ρ₀ a b)).congr_deriv ?_
    simp only [heomRate, dephasingSolution, Matrix.sub_apply, Matrix.neg_apply,
      Matrix.smul_apply, Matrix.diagonal_mul, Matrix.mul_diagonal, Matrix.of_apply, smul_eq_mul]
    ring
  | succ n =>
    refine ((h1 n).const_mul (ρ₀ a b)).congr_deriv ?_
    simp only [heomRate, dephasingSolution, Matrix.sub_apply, Matrix.neg_apply,
      Matrix.smul_apply, Matrix.diagonal_mul, Matrix.mul_diagonal, Matrix.of_apply, smul_eq_mul]
    ring

omit [Fintype ι] [DecidableEq ι] in
/-- At time zero the lowest tier is the initial density matrix and all higher tiers vanish. -/
theorem dephasingSolution_initial (E s : ι → ℝ) (c : ℂ) (v : ℝ) (ρ₀ : Matrix ι ι ℂ) :
    dephasingSolution E s c v ρ₀ 0 0 = ρ₀ ∧
      ∀ n, dephasingSolution E s c v ρ₀ (n + 1) 0 = 0 := by
  constructor
  · ext a b
    simp [dephasingSolution, coherence, lineshape]
  · intro n
    ext a b
    simp [dephasingSolution, coherence, memory]

omit [Fintype ι] [DecidableEq ι] in
/-- For a nonzero rate, the modulus of each density-matrix element is its initial value times
`exp(-Re c (s_a - s_b)² (vt - 1 + exp(-vt))/v²)`. -/
theorem norm_dephasingSolution {v : ℝ} (hv : v ≠ 0) (E s : ι → ℝ) (c : ℂ)
    (ρ₀ : Matrix ι ι ℂ) (t : ℝ) (a b : ι) :
    ‖dephasingSolution E s c v ρ₀ 0 t a b‖ = ‖ρ₀ a b‖ *
      Real.exp (-(c.re * (s a - s b) ^ 2 *
        ((v * t - 1 + Real.exp (-(v * t))) / v ^ 2))) := by
  rw [← lineshape_eq hv t]
  simp only [dephasingSolution, coherence, Matrix.of_apply, pow_zero, one_mul, norm_mul,
    Complex.norm_exp]
  congr 2
  simp only [Complex.sub_re, Complex.sub_im, Complex.mul_re, Complex.mul_im, Complex.neg_re,
    Complex.neg_im, Complex.I_re, Complex.I_im, Complex.ofReal_re, Complex.ofReal_im,
    Complex.conj_re, Complex.conj_im]
  ring

omit [Fintype ι] [DecidableEq ι] in
/-- For a nonzero rate, an initially nonzero matrix element with `c s_a ≠ c* s_b` is nonzero
in every tier at every time other than zero. -/
theorem dephasingSolution_ne_zero {v t : ℝ} (hv : v ≠ 0) (ht : t ≠ 0) (E s : ι → ℝ) (c : ℂ)
    (ρ₀ : Matrix ι ι ℂ) {a b : ι} (hρ : ρ₀ a b ≠ 0)
    (hθ : c * s a - conj c * s b ≠ 0) (n : ℕ) :
    dephasingSolution E s c v ρ₀ n t a b ≠ 0 := by
  have hm : memory v t ≠ 0 := by
    refine div_ne_zero (fun h => ?_) hv
    have h1 : Real.exp (-(v * t)) = 1 := by linarith
    have h2 := (Real.exp_eq_one_iff _).1 h1
    exact mul_ne_zero hv ht (by linarith)
  simp only [dephasingSolution, coherence, Matrix.of_apply]
  exact mul_ne_zero hρ (mul_ne_zero (pow_ne_zero _ (mul_ne_zero
    (neg_ne_zero.2 (mul_ne_zero Complex.I_ne_zero hθ)) (Complex.ofReal_ne_zero.2 hm)))
    (Complex.exp_ne_zero _))

/-- The function `p(t) = c (1 - exp(-vt))/v` for real `c` and a nonzero rate `v`. -/
def spinMemory (c v t : ℝ) : ℝ := c * (1 - Real.exp (-(v * t))) / v

/-- The spin amplitudes `r_n = (-2ip)^n exp(-4 ∫ p)`, with the integral from `0` to `t`,
for a nonzero rate `v`. -/
def spinCoherence (c v : ℝ) (n : ℕ) (t : ℝ) : ℂ :=
  (-2 * I * (spinMemory c v t : ℂ)) ^ n *
    Complex.exp (-4 * ((∫ x in (0 : ℝ)..t, spinMemory c v x : ℝ) : ℂ))

/-- For real `c` and a nonzero rate, the spin amplitudes obey `r_0' = -2i r_1` and
`r_n' = -nv r_n - 2i r_(n+1) - 2inc r_(n-1)` for all `n ≥ 1`. -/
theorem spinCoherence_hierarchy {v : ℝ} (hv : v ≠ 0) (c t : ℝ) :
    HasDerivAt (spinCoherence c v 0) (-2 * I * spinCoherence c v 1 t) t ∧
    ∀ n : ℕ, HasDerivAt (spinCoherence c v (n + 1))
      (-((n : ℂ) + 1) * v * spinCoherence c v (n + 1) t - 2 * I * spinCoherence c v (n + 2) t
        - 2 * I * ((n : ℂ) + 1) * c * spinCoherence c v n t) t := by
  -- the spin has coupling difference 2 and no bare frequency
  have key : ∀ n, spinCoherence c v n = coherence 0 2 (2 * (c : ℂ)) v n := by
    intro n
    funext τ
    have hp : ∀ x, spinMemory c v x = c * memory v x := by
      intro x
      simp only [spinMemory, memory, mul_div_assoc]
    simp only [spinCoherence, coherence, lineshape, hp, intervalIntegral.integral_const_mul,
      Complex.ofReal_mul]
    congr 2 <;> ring
  obtain ⟨h0, h1⟩ := coherence_hierarchy hv 0 2 (2 * (c : ℂ)) t
  simp only [key]
  exact ⟨h0.congr_deriv (by ring), fun n => (h1 n).congr_deriv (by ring)⟩

end

end PureDephasingHierarchy
```

```lean
#print axioms PureDephasingHierarchy.dephasingSolution_solvesHEOM
#print axioms PureDephasingHierarchy.norm_dephasingSolution
#print axioms PureDephasingHierarchy.dephasingSolution_ne_zero
#print axioms PureDephasingHierarchy.spinCoherence_hierarchy
```

```
'PureDephasingHierarchy.dephasingSolution_solvesHEOM' depends on axioms: [propext, Classical.choice, Quot.sound]
'PureDephasingHierarchy.norm_dephasingSolution' depends on axioms: [propext, Classical.choice, Quot.sound]
'PureDephasingHierarchy.dephasingSolution_ne_zero' depends on axioms: [propext, Classical.choice, Quot.sound]
'PureDephasingHierarchy.spinCoherence_hierarchy' depends on axioms: [propext, Classical.choice, Quot.sound]
```

## Where the proof uses each identity

`hasDerivAt_memory` proves g' = 1 - vg. `lineshape_eq` then uses (y - g(y))/v as an antiderivative of g and evaluates it between the limits, as in the derivation of G above.

The central lemma is `coherence_hierarchy`. Continuity of g and the fundamental theorem of calculus give G' = g. The derivative of the exponential is stored as `he`, and for the higher tiers `fun_pow` and `fun_mul` apply the power and product rules. The exponential and the power are then replaced by single letters, which leaves a polynomial identity. `linear_combination` closes it with `Complex.I_sq`, the relation i² = -1 that turns -Δθg r_n into -iΔ r_{n+1}.

`dephasingSolution_solvesHEOM` carries this result over to matrices. The lemmas `Matrix.diagonal_mul` and `Matrix.mul_diagonal` replace the operator products by products with level values, and `ring` matches the terms.

For the modulus, `Complex.norm_exp` keeps only the real part of the exponent. For non-vanishing, the point is that exp(-vt) = 1 would force vt = 0, so g(t) ≠ 0; the other factors are nonzero by hypothesis or because an exponential never vanishes. In the spin theorem, `key` identifies the spin amplitudes with `coherence` at ω = 0, Δ = 2, θ = 2c.

## Cutting the hierarchy in a calculation

A program keeps tiers 0 to N and needs a rule for tier N+1, the simplest being to set it to zero. For the spin with c ≠ 0, the discarded amplitude is nonzero at every t ≠ 0. With N = 1 the truncated equations combine into

r_0'' + v r_0' + 4c r_0 = 0.

For v > 0 and 16c > v² this is an underdamped oscillator, whose coherence passes through zero and changes sign. The exact r_0 = exp(-4cG) is always positive, so the oscillation comes from the truncation. Increasing N and comparing r_0 with this exponential shows whether the chosen depth is sufficient for this spin, at the given c and v and over the times compared. A Hamiltonian that mixes the levels needs its own convergence test.

The auxiliary tiers can be compared as well, once their normalisation is matched. If a code stores r_n/√(n! |c|^n), the same factor must be applied to the closed form.

## A Hamiltonian that mixes the levels

If H is not diagonal, the formula no longer holds for every initial state. Take two levels, let H have zeros on the diagonal and ones off it, and start in level 1, so that ρ₀ = diag(1, 0). All higher tiers vanish at t = 0, and the hierarchy therefore requires

dρ^(0)_12/dt = -i[H, ρ₀]_12 = i.

The closed form multiplies each initial element by a scalar, so its 12 element stays zero and has derivative zero. This happens for every choice of c and of the couplings: transfer between levels creates coherences that an element-by-element formula cannot produce.
